# The Error of a Symmetrized Multi-Projector Pseudopotential at Its Reference Energies

A separable pseudopotential with several reference energies in one angular-momentum channel is generated from a small matrix of radial integrals. The program computes this matrix $B$, inverts it to form the projector functions, and stores coefficients for the solid-state calculation. If $B$ is not Hermitian, storing $(B+B^*)/2$, where $B^*$ is the conjugate transpose, gives a Hermitian potential, but the pseudo waves may then fail to solve their reference equations. The error has a closed form when the pseudo waves match the boundary flux of the all-electron waves and $B$ is invertible.

## Waves in the core region

Let $\psi_j$ be all-electron waves with $H\psi_j=e_j\psi_j$ and real $e_j$, and let $f_j$ be the corresponding pseudo waves. The operator $T$ contains the kinetic energy and the local pseudopotential. Inner products $\langle u,v\rangle$ are conjugate-linear in $u$ and run over the core region only, so $T$ and $H$ need not be Hermitian. For an operator $A$, the boundary form is

$$W_A(u,v)=\langle u,Av\rangle-\langle Au,v\rangle .$$

For radial Schrödinger operators with real local potentials, it contains only values and slopes at the core radius, for waves that vanish at the origin. Pseudo waves that match the all-electron values and slopes there therefore satisfy $W_T(f_i,f_j)=W_H(\psi_i,\psi_j)$.

Define the residuals, the coupling matrix, the charge deficits and the projector functions by

$$x_j=(e_j-T)f_j,\qquad B_{ij}=\langle f_i,x_j\rangle,$$
$$q_{ij}=\langle\psi_i,\psi_j\rangle-\langle f_i,f_j\rangle,\qquad b_i=\sum_k(B^{-1})_{ki}x_k .$$

The symmetrized potential is $Vv=\sum_{ij}\tfrac12(B+B^*)_{ij}\,b_i\langle b_j,v\rangle$. The result is

$$(T+V-e_j)f_j=\tfrac12\sum_i(e_j-e_i)\,q_{ij}\,b_i .$$

It concerns the ordinary eigenvalue equation of a one-particle model, without the overlap operator of the ultrasoft scheme.

## Derivation from flux matching

The eigenvalue equations give $W_H(\psi_i,\psi_j)=(e_j-e_i)\langle\psi_i,\psi_j\rangle$. From the definition of $B$,

$$B_{ij}-\overline{B_{ji}}=(e_j-e_i)\langle f_i,f_j\rangle-W_T(f_i,f_j)=(e_i-e_j)q_{ij}.$$

Since $BB^{-1}=1$, the projector functions are dual to the pseudo waves:

$$\langle f_i,b_j\rangle=\sum_k B_{ik}(B^{-1})_{kj}=\delta_{ij}.$$

Since $B^{-1}B=1$, the residuals are recovered:

$$\sum_i B_{ij}b_i=\sum_k(B^{-1}B)_{kj}x_k=x_j .$$

Duality gives $Vf_j=\tfrac12\sum_i(B_{ij}+\overline{B_{ji}})b_i$, while $(T-e_j)f_j=-x_j=-\sum_iB_{ij}b_i$. Adding the two,

$$(T+V-e_j)f_j=-\tfrac12\sum_i(B_{ij}-\overline{B_{ji}})b_i=\tfrac12\sum_i(e_j-e_i)q_{ij}b_i .$$

The potential is Hermitian because its coefficient matrix is.

## Size of the error and exact references

If $|e_j-e_i|\le\delta$ for all $i$, the triangle inequality gives

$$\|(T+V-e_j)f_j\|\le\frac{\delta}{2}\sum_i|q_{ij}|\,\|b_i\| .$$

This is linear in $\delta$ for fixed $q_{ij}$ and $b_i$. When references are moved together, the $b_i$ change too: duality and the Cauchy–Schwarz inequality give $\|b_i\|\ge1/\|f_i-f_j\|$ for $i\ne j$, so the bound need not tend to zero.

Taking the inner product of the error with $f_i$ isolates $\tfrac12(e_j-e_i)q_{ij}$. Hence $f_j$ solves its equation exactly if and only if, for every $i$, $e_i=e_j$ or $q_{ij}=0$. The diagonal deficit $q_{jj}$ plays no part, and a single reference is always exact.

If $T$ is Hermitian, $W_T=0$ and the same algebra gives the error $\tfrac12\sum_i(e_i-e_j)\langle f_i,f_j\rangle b_i$, with no all-electron waves needed.

## Two waves in two dimensions

This example checks the algebra and does not model an atom. Take indices $0,1$, energies $e_0=0$, $e_1=1$, and

$$T=\begin{pmatrix}-1&1\\0&0\end{pmatrix},\quad H=T+1,\quad f_0=\psi_0=(1,0),\quad f_1=(0,1),\quad \psi_1=(1,1).$$

Then $x_0=(1,0)$ and $x_1=(-1,1)$, so

$$B=\begin{pmatrix}1&-1\\0&1\end{pmatrix},\qquad b_0=(1,0),\quad b_1=(0,1),\qquad V=\begin{pmatrix}1&-\tfrac12\\-\tfrac12&1\end{pmatrix}.$$

Direct multiplication gives $(T+V)f_0=(0,-\tfrac12)$. The formula gives the same error, $\tfrac12(0-1)q_{10}b_1$, with $q_{10}=1$. For $f_1$ both routes give $(\tfrac12,0)$.

Here $\psi_1$ has norm $\sqrt2$. Dividing both $\psi_1$ and $f_1$ by $\sqrt2$ normalises it and changes $q_{10}$ to $1/\sqrt2$, but leaves $V$ unchanged.

## The hypotheses in Lean

The space `E` is any complex inner product space, not necessarily complete, and `ι` is a finite index set for the references. `T` and `H` are linear maps defined on all of `E`. For s waves with smooth potentials, `E` can be the smooth functions on the core interval. With a Coulomb or centrifugal singularity, `E` can be the square-integrable functions there, provided each $Tf_j$ is square-integrable: the flux-matched results evaluate `T` only on the $f_j$ and `H` only on the $\psi_j$, so any linear extension of the two differential operators to all of `E` will do.

`residual`, `coupling`, `deficit`, `projector` and `symPotential` stand for $x_j$, $B$, $q_{ij}$, $b_i$ and $V$, and `flux` is the boundary form. Invertibility of $B$ is `hB`, the all-electron equation is `hψ`, and flux matching is `hW`. All three are assumed; the construction of suitable pseudo waves is left open. In the corollary for Hermitian `T`, `T.IsSymmetric` replaces `hψ` and `hW`. It asks for Hermiticity on all of `E`, as for a Hermitian matrix in a finite orthonormal basis, so an arbitrary linear extension is not enough there.

```lean
import Mathlib

open ComplexConjugate Matrix

namespace SymmetrizedMultiProjector

noncomputable section

variable {E : Type*} [NormedAddCommGroup E] [InnerProductSpace ℂ E] {ι : Type*}

/-- The residual `x_j = (e_j - T) f_j` of the pseudo wave `f_j` at its reference energy. -/
def residual (T : E →ₗ[ℂ] E) (e : ι → ℝ) (f : ι → E) (j : ι) : E :=
  (e j : ℂ) • f j - T (f j)

/-- The coupling matrix `B_ij = ⟨f_i, x_j⟩`. -/
def coupling (T : E →ₗ[ℂ] E) (e : ι → ℝ) (f : ι → E) : Matrix ι ι ℂ :=
  Matrix.of fun i j => inner ℂ (f i) (residual T e f j)

/-- The Green boundary form `⟨u, A v⟩ - ⟨A u, v⟩` of an operator `A`. -/
def flux (A : E →ₗ[ℂ] E) (u v : E) : ℂ := inner ℂ u (A v) - inner ℂ (A u) v

/-- The charge deficit `q_ij = ⟨ψ_i, ψ_j⟩ - ⟨f_i, f_j⟩` between all-electron waves `ψ`
and pseudo waves `f`. -/
def deficit (ψ f : ι → E) (i j : ι) : ℂ := inner ℂ (ψ i) (ψ j) - inner ℂ (f i) (f j)

variable {T H : E →ₗ[ℂ] E} {e : ι → ℝ} {f ψ : ι → E}

/-- If the all-electron waves solve `H ψ_j = e_j ψ_j` and the pseudo waves have the same
boundary form, then `B_ij - conj B_ji = (e_i - e_j) q_ij`. -/
theorem coupling_sub_conj (hψ : ∀ j, H (ψ j) = (e j : ℂ) • ψ j)
    (hW : ∀ i j, flux T (f i) (f j) = flux H (ψ i) (ψ j)) (i j : ι) :
    coupling T e f i j - conj (coupling T e f j i)
      = ((e i : ℂ) - e j) * deficit ψ f i j := by
  have h := hW i j
  simp only [flux, hψ, inner_smul_left, inner_smul_right, Complex.conj_ofReal] at h
  simp only [coupling, Matrix.of_apply, residual, deficit, inner_sub_right,
    inner_smul_right, map_sub, map_mul, Complex.conj_ofReal, inner_conj_symm]
  linear_combination (-1 : ℂ) * h

variable [Fintype ι]

/-- The separable operator `∑ D_ij |b_i⟩⟨b_j|` acting on a vector `v`. -/
def separable (D : Matrix ι ι ℂ) (b : ι → E) (v : E) : E :=
  ∑ i, ∑ j, (D i j * inner ℂ (b j) v) • b i

variable [DecidableEq ι]

/-- The projector functions `b_i = ∑_k (B⁻¹)_ki x_k`, meant for an invertible coupling
matrix `B`. -/
def projector (T : E →ₗ[ℂ] E) (e : ι → ℝ) (f : ι → E) (i : ι) : E :=
  ∑ k, (coupling T e f)⁻¹ k i • residual T e f k

/-- The symmetrized potential `V = ∑ ((B + B*) / 2)_ij |b_i⟩⟨b_j|`, meant for an invertible
coupling matrix `B`. -/
def symPotential (T : E →ₗ[ℂ] E) (e : ι → ℝ) (f : ι → E) (v : E) : E :=
  separable ((1 / 2 : ℂ) • (coupling T e f + (coupling T e f)ᴴ)) (projector T e f) v

/-- For invertible `B` the projector functions are dual to the pseudo waves:
`⟨f_i, b_j⟩ = δ_ij`. -/
theorem inner_projector (hB : IsUnit (coupling T e f).det) (i j : ι) :
    inner ℂ (f i) (projector T e f j) = if i = j then 1 else 0 := by
  have h := congrFun (congrFun (Matrix.mul_nonsing_inv _ hB) i) j
  rw [Matrix.mul_apply, Matrix.one_apply] at h
  rw [← h, projector, inner_sum]
  refine Finset.sum_congr rfl fun k _ => ?_
  rw [inner_smul_right, mul_comm]
  rfl

/-- For invertible `B` the residuals are recovered from the projector functions:
`∑_i B_ij b_i = x_j`. -/
theorem sum_coupling_projector (hB : IsUnit (coupling T e f).det) (j : ι) :
    ∑ i, coupling T e f i j • projector T e f i = residual T e f j := by
  have h : ∀ k, ∑ i, (coupling T e f i j * (coupling T e f)⁻¹ k i) • residual T e f k
      = (1 : Matrix ι ι ℂ) k j • residual T e f k := by
    intro k
    rw [← Finset.sum_smul, ← Matrix.nonsing_inv_mul _ hB, Matrix.mul_apply]
    congr 1
    exact Finset.sum_congr rfl fun i _ => mul_comm _ _
  simp only [projector, Finset.smul_sum, smul_smul]
  rw [Finset.sum_comm, Finset.sum_congr rfl fun k _ => h k]
  simp [Matrix.one_apply]

/-- For invertible `B`, a separable operator built on the projector functions sends `f_j` to
`∑_i D_ij b_i`. -/
theorem separable_apply (hB : IsUnit (coupling T e f).det) (D : Matrix ι ι ℂ) (j : ι) :
    separable D (projector T e f) (f j) = ∑ i, D i j • projector T e f i := by
  have h : ∀ k, inner ℂ (projector T e f k) (f j) = if j = k then (1 : ℂ) else 0 := by
    intro k
    rw [← inner_conj_symm, inner_projector hB]
    split_ifs <;> simp
  simp [separable, h]

/-- The symmetrized potential is Hermitian: `⟨u, V v⟩ = ⟨V u, v⟩`. -/
theorem symPotential_hermitian (u v : E) :
    inner ℂ u (symPotential T e f v) = inner ℂ (symPotential T e f u) v := by
  unfold symPotential
  have hD : ∀ i j, conj (((1 / 2 : ℂ) • (coupling T e f + (coupling T e f)ᴴ)) i j)
      = ((1 / 2 : ℂ) • (coupling T e f + (coupling T e f)ᴴ)) j i := by
    intro i j
    have h2 : conj (2 : ℂ) = 2 := Complex.conj_eq_iff_im.mpr (by simp)
    simp [Matrix.conjTranspose_apply, add_comm, h2]
  simp only [separable, inner_sum, sum_inner, inner_smul_left, inner_smul_right, map_mul,
    inner_conj_symm, hD]
  rw [Finset.sum_comm]
  refine Finset.sum_congr rfl fun i _ => Finset.sum_congr rfl fun j _ => ?_
  ring

/-- Let `H ψ_j = e_j ψ_j`, let the pseudo waves have the same boundary form as the `ψ_j`, and
let `B` be invertible. Then the symmetrized potential leaves the error
`(T + V - e_j) f_j = (1/2) ∑_i (e_j - e_i) q_ij b_i`. -/
theorem symmetrized_error (hB : IsUnit (coupling T e f).det)
    (hψ : ∀ j, H (ψ j) = (e j : ℂ) • ψ j)
    (hW : ∀ i j, flux T (f i) (f j) = flux H (ψ i) (ψ j)) (j : ι) :
    T (f j) + symPotential T e f (f j) - (e j : ℂ) • f j
      = (1 / 2 : ℂ) • ∑ i, (((e j : ℂ) - e i) * deficit ψ f i j) • projector T e f i := by
  -- the bare operator misses the reference equation by the residual
  have hT : T (f j) - (e j : ℂ) • f j
      = -∑ i, coupling T e f i j • projector T e f i := by
    rw [sum_coupling_projector hB, residual, neg_sub]
  rw [add_sub_right_comm, hT, symPotential, separable_apply hB, Finset.smul_sum,
    ← Finset.sum_neg_distrib, ← Finset.sum_add_distrib]
  refine Finset.sum_congr rfl fun i _ => ?_
  -- only the anti-Hermitian part of `B` survives
  have d := coupling_sub_conj hψ hW i j
  simp only [Matrix.smul_apply, Matrix.add_apply, Matrix.conjTranspose_apply, smul_eq_mul]
  rw [← starRingEnd_apply, smul_smul, ← neg_smul, ← add_smul]
  congr 1
  linear_combination (-1 / 2 : ℂ) * d

/-- Under the hypotheses of `symmetrized_error`, if all reference energies lie within `δ` of `e_j`,
the error has norm at most `(δ/2) ∑_i |q_ij| ‖b_i‖`. -/
theorem symmetrized_error_le (hB : IsUnit (coupling T e f).det)
    (hψ : ∀ j, H (ψ j) = (e j : ℂ) • ψ j)
    (hW : ∀ i j, flux T (f i) (f j) = flux H (ψ i) (ψ j)) (j : ι) {δ : ℝ}
    (hδ : ∀ i, |e j - e i| ≤ δ) :
    ‖T (f j) + symPotential T e f (f j) - (e j : ℂ) • f j‖
      ≤ δ / 2 * ∑ i, ‖deficit ψ f i j‖ * ‖projector T e f i‖ := by
  have h : ‖∑ i, (((e j : ℂ) - e i) * deficit ψ f i j) • projector T e f i‖
      ≤ δ * ∑ i, ‖deficit ψ f i j‖ * ‖projector T e f i‖ := by
    rw [Finset.mul_sum]
    refine (norm_sum_le _ _).trans (Finset.sum_le_sum fun i _ => ?_)
    rw [norm_smul, norm_mul, ← Complex.ofReal_sub, Complex.norm_real, Real.norm_eq_abs,
      mul_assoc]
    exact mul_le_mul_of_nonneg_right (hδ i) (by positivity)
  have h2 : ‖(1 / 2 : ℂ)‖ = 1 / 2 := by norm_num
  rw [symmetrized_error hB hψ hW, norm_smul, h2]
  linarith

/-- Under the hypotheses of `symmetrized_error`, `f_j` solves the symmetrized equation exactly if
and only if for every `i` either `e_i = e_j` or the charge deficit `q_ij` vanishes. -/
theorem symmetrized_exact_iff (hB : IsUnit (coupling T e f).det)
    (hψ : ∀ j, H (ψ j) = (e j : ℂ) • ψ j)
    (hW : ∀ i j, flux T (f i) (f j) = flux H (ψ i) (ψ j)) (j : ι) :
    T (f j) + symPotential T e f (f j) = (e j : ℂ) • f j
      ↔ ∀ i, e i = e j ∨ deficit ψ f i j = 0 := by
  rw [← sub_eq_zero, symmetrized_error hB hψ hW]
  constructor
  · intro h i
    -- project the error on `f_i` and use duality
    have h1 := congrArg (fun v => inner ℂ (f i) v) h
    have h2 : ((e j : ℂ) - e i) * deficit ψ f i j = 0 := by
      simpa [inner_smul_right, inner_sum, inner_projector hB] using h1
    rcases mul_eq_zero.mp h2 with h3 | h3
    · left
      exact_mod_cast (sub_eq_zero.mp h3).symm
    · exact Or.inr h3
  · intro h
    rw [Finset.sum_eq_zero, smul_zero]
    intro i _
    rcases h i with h | h <;> simp [h]

/-- For Hermitian `T` and invertible `B` the error is
`(1/2) ∑_i (e_i - e_j) ⟨f_i, f_j⟩ b_i`. -/
theorem symmetrized_error_of_hermitian (hB : IsUnit (coupling T e f).det)
    (hT : T.IsSymmetric) (j : ι) :
    T (f j) + symPotential T e f (f j) - (e j : ℂ) • f j
      = (1 / 2 : ℂ) • ∑ i, (((e i : ℂ) - e j) * inner ℂ (f i) (f j)) • projector T e f i := by
  -- without flux the general result applies with vanishing all-electron waves
  rw [symmetrized_error (H := 0) (ψ := fun _ => 0) hB (by simp)
    (by intro i j; simp [flux, hT (f i) (f j)]) j]
  congr 1
  refine Finset.sum_congr rfl fun i _ => ?_
  congr 1
  simp only [deficit, inner_zero_left]
  ring

/-- The operator `(v₀, v₁) ↦ (v₁ - v₀, 0)` on a two-dimensional space. -/
def modelT : EuclideanSpace ℂ (Fin 2) →ₗ[ℂ] EuclideanSpace ℂ (Fin 2) where
  toFun v := !₂[v 1 - v 0, 0]
  map_add' u v := by
    ext i
    fin_cases i
    · simp
      ring
    · simp
  map_smul' c v := by
    ext i
    fin_cases i
    · simp
      ring
    · simp

/-- The model all-electron operator `H = T + 1`. -/
def modelH : EuclideanSpace ℂ (Fin 2) →ₗ[ℂ] EuclideanSpace ℂ (Fin 2) :=
  modelT + LinearMap.id

/-- Two pseudo waves, the standard basis vectors. -/
def modelF : Fin 2 → EuclideanSpace ℂ (Fin 2) := ![!₂[1, 0], !₂[0, 1]]

/-- Two all-electron waves, `(1, 0)` and `(1, 1)`. -/
def modelPsi : Fin 2 → EuclideanSpace ℂ (Fin 2) := ![!₂[1, 0], !₂[1, 1]]

/-- With `H = T + 1` and reference energies `0` and `1`, the model waves satisfy all
hypotheses of the error formula, with nonzero flux and nonzero charge deficit. -/
theorem symmetrized_error_witness :
    (∀ j, modelH (modelPsi j)
      = (((![0, 1] : Fin 2 → ℝ) j : ℝ) : ℂ) • modelPsi j) ∧
    (∀ i j, flux modelT (modelF i) (modelF j)
      = flux modelH (modelPsi i) (modelPsi j)) ∧
    IsUnit (coupling modelT ![0, 1] modelF).det ∧
    flux modelT (modelF 0) (modelF 1) = 1 ∧ deficit modelPsi modelF 0 1 = 1 := by
  refine ⟨?_, ?_, ?_, ?_, ?_⟩
  · intro j
    ext i
    fin_cases j <;> fin_cases i <;> simp [modelH, modelT, modelPsi]
  · intro i j
    fin_cases i <;> fin_cases j <;>
      simp [flux, modelH, modelT, modelF, modelPsi, PiLp.inner_apply, Fin.sum_univ_two,
        EuclideanSpace.norm_eq]
  · rw [Matrix.det_fin_two]
    simp [coupling, residual, modelT, modelF, PiLp.inner_apply, Fin.sum_univ_two]
  · simp [flux, modelT, modelF, PiLp.inner_apply, Fin.sum_univ_two,
      EuclideanSpace.norm_eq]
  · simp [deficit, modelF, modelPsi, PiLp.inner_apply, Fin.sum_univ_two]

end

end SymmetrizedMultiProjector
```

```lean
#print axioms SymmetrizedMultiProjector.symPotential_hermitian
#print axioms SymmetrizedMultiProjector.symmetrized_error_le
#print axioms SymmetrizedMultiProjector.symmetrized_exact_iff
#print axioms SymmetrizedMultiProjector.symmetrized_error_of_hermitian
```

```
'SymmetrizedMultiProjector.symPotential_hermitian' depends on axioms: [propext, Classical.choice, Quot.sound]
'SymmetrizedMultiProjector.symmetrized_error_le' depends on axioms: [propext, Classical.choice, Quot.sound]
'SymmetrizedMultiProjector.symmetrized_exact_iff' depends on axioms: [propext, Classical.choice, Quot.sound]
'SymmetrizedMultiProjector.symmetrized_error_of_hermitian' depends on axioms: [propext, Classical.choice, Quot.sound]
```

## From matrix identities to the error

`coupling_sub_conj` expands both boundary forms with `simp only`, and `linear_combination` carries out the subtraction that produces $q_{ij}$. `inner_projector` reads off an entry of $BB^{-1}=1$. `sum_coupling_projector` exchanges two sums and uses $B^{-1}B=1$. `separable_apply` then uses duality to reduce the action on $f_j$ to column $j$ of the coefficients.

In `symmetrized_error`, `hT` writes $(T-e_j)f_j$ in terms of the projector functions. The two sums are merged and compared term by term, and the final `linear_combination` inserts the identity for $B_{ij}-\overline{B_{ji}}$ with factor $-\tfrac12$. `symPotential_hermitian` is separate: it conjugates the coefficients and exchanges the summation indices.

`symmetrized_error_le` applies the triangle inequality to the formula. `symmetrized_exact_iff` takes the inner product with $f_i$ in one direction and makes every term vanish in the other. `symmetrized_error_of_hermitian` applies the main theorem with `H := 0` and zero all-electron waves, for which $q_{ij}=-\langle f_i,f_j\rangle$. `symmetrized_error_witness` checks by coordinates that the two-dimensional example meets the hypotheses, with flux and deficit between waves $0$ and $1$ both equal to $1$.
